# The local minima of the energy variance over unit vectors are exactly the unit eigenvectors, for bounded self-adjoint H

A variance minimisation, which can target excited states as well as the ground state, looks for a normalised trial vector whose variance no small change can lower. Can the variance still be positive there, leaving the vector trapped in a false minimum? For a Hermitian matrix in a finite basis with all coefficients free to vary, it cannot: every local minimum is an eigenvector of the matrix, and its variance, computed with that same matrix, is zero. A restricted ansatz, such as a circuit with few parameters, can still have false minima of its own.

## Energy and variance

```lean
import Mathlib

open Topology

namespace VarianceLandscape

noncomputable section

variable {V : Type*} [NormedAddCommGroup V] [InnerProductSpace ℂ V]
```

The state space `V` is a complex inner product space of any dimension. Lean writes $\langle x,y\rangle$ as `inner ℂ x y`, conjugate-linear in the first slot.

```lean
/-- The real part of `⟨x, H x⟩`; for self-adjoint `H` and a unit vector `x`, the energy expectation
value. -/
def energy (H : V →L[ℂ] V) (x : V) : ℝ := (inner ℂ x (H x)).re
```

The type `V →L[ℂ] V` is that of bounded linear operators. The energy is $E(x)=\mathrm{Re}\langle x,Hx\rangle$. For self-adjoint $H$ the inner product is already real, and `.re` only turns it into a real number for Lean.

```lean
/-- For self-adjoint `H`, the energy variance `⟨x, H² x⟩ - ⟨x, H x⟩²` of a unit vector `x`. -/
def variance (H : V →L[ℂ] V) (x : V) : ℝ :=
  (inner ℂ x (H (H x))).re - energy H x ^ 2
```

This is $\mathrm{Var}(x)=\mathrm{Re}\langle x,H^2x\rangle-E(x)^2$. Nothing is divided by $\|x\|^2$, so it is the physical variance only for unit vectors, and minimality is always stated on the unit sphere.

## Two levels

```lean
/-- The real part of the overlap of two real superpositions of the same orthonormal pair is the
ordinary dot product of their coefficients. -/
theorem overlap_pair {ψ φ : V} (hψ : ‖ψ‖ = 1) (hφ : ‖φ‖ = 1)
    (h0 : inner ℂ ψ φ = 0) (p q p' q' : ℝ) :
    (inner ℂ ((p : ℂ) • ψ + (q : ℂ) • φ) ((p' : ℂ) • ψ + (q' : ℂ) • φ)).re
      = p * p' + q * q' := by
  have h0' : inner ℂ φ ψ = 0 := by rw [← inner_conj_symm, h0, map_zero]
  have h1 : inner ℂ ψ ψ = 1 := by rw [inner_self_eq_norm_sq_to_K, hψ]; simp
  have h2 : inner ℂ φ φ = 1 := by rw [inner_self_eq_norm_sq_to_K, hφ]; simp
  simp only [inner_add_left, inner_add_right, inner_smul_left, inner_smul_right,
    h0, h0', h1, h2, Complex.conj_ofReal, mul_zero, mul_one, add_zero, zero_add,
    ← Complex.ofReal_mul, ← Complex.ofReal_add, Complex.ofReal_re]
  ring
```

For orthonormal $\psi,\varphi$ and real coefficients, $\mathrm{Re}\langle p\psi+q\varphi,\;p'\psi+q'\varphi\rangle=pp'+qq'$. The sign `•` is multiplication by a scalar, and `(p : ℂ)` reads the real number $p$ as a complex one.

```lean
/-- If `H` acts on an orthonormal pair as the real symmetric matrix with diagonal `a, b`
and coupling `s`, the normalised state `c ψ + d φ` with real `c, d` has variance
`((b - a) c d + s (c² - d²))²`. -/
theorem two_level_variance {H : V →L[ℂ] V} {ψ φ : V} {a b s c d : ℝ}
    (hψ : ‖ψ‖ = 1) (hφ : ‖φ‖ = 1) (h0 : inner ℂ ψ φ = 0)
    (h1 : H ψ = (a : ℂ) • ψ + (s : ℂ) • φ) (h2 : H φ = (s : ℂ) • ψ + (b : ℂ) • φ)
    (h : c ^ 2 + d ^ 2 = 1) :
    variance H ((c : ℂ) • ψ + (d : ℂ) • φ)
      = ((b - a) * c * d + s * (c ^ 2 - d ^ 2)) ^ 2 := by
  have hH : ∀ p q : ℝ, H ((p : ℂ) • ψ + (q : ℂ) • φ)
      = ((a * p + s * q : ℝ) : ℂ) • ψ + ((s * p + b * q : ℝ) : ℂ) • φ := by
    intro p q
    rw [map_add, map_smul, map_smul, h1, h2]
    push_cast
    module
  rw [variance, energy, hH, hH, overlap_pair hψ hφ h0, overlap_pair hψ hφ h0]
  linear_combination (-((a * c + s * d) ^ 2 + (s * c + b * d) ^ 2)) * h
```

Let $H\psi=a\psi+s\varphi$ and $H\varphi=s\psi+b\varphi$. For $x=c\psi+d\varphi$ with $c^2+d^2=1$, $Hx=A\psi+B\varphi$, where $A=ac+sd$ and $B=sc+bd$. Then

$$\mathrm{Var}(x)=(A^2+B^2)(c^2+d^2)-(cA+dB)^2=(cB-dA)^2,$$

and $cB-dA=(b-a)cd+s(c^2-d^2)$. In Lean, `hH` computes $Hx$, and `linear_combination` verifies the algebra using the normalisation `h`.

```lean
/-- A state coupled with strength `s ≠ 0` to an orthogonal state of the same energy,
the two spanning a space closed under `H`, is not a local minimum of the variance. -/
theorem not_localMin_of_coupled {H : V →L[ℂ] V} {ψ φ : V} {e s : ℝ}
    (hψ : ‖ψ‖ = 1) (hφ : ‖φ‖ = 1) (h0 : inner ℂ ψ φ = 0) (hs : s ≠ 0)
    (h1 : H ψ = (e : ℂ) • ψ + (s : ℂ) • φ) (h2 : H φ = (s : ℂ) • ψ + (e : ℂ) • φ) :
    ¬ IsLocalMinOn (variance H) (Metric.sphere 0 1) ψ := by
  intro hmin
  -- rotate `ψ` towards `φ`
  obtain ⟨g, hg⟩ : ∃ g : ℝ → V, ∀ t, g t =
      ((Real.cos t : ℝ) : ℂ) • ψ + ((Real.sin t : ℝ) : ℂ) • φ := ⟨_, fun _ => rfl⟩
  have g0 : g 0 = ψ := by rw [hg]; simp
  have hcont : Continuous g := by
    rw [funext hg]
    exact ((Complex.continuous_ofReal.comp Real.continuous_cos).smul continuous_const).add
      ((Complex.continuous_ofReal.comp Real.continuous_sin).smul continuous_const)
  have hnorm : ∀ t, g t ∈ Metric.sphere (0 : V) 1 := by
    intro t
    have e1 : (inner ℂ (g t) (g t)).re = ‖g t‖ ^ 2 := inner_self_eq_norm_sq (𝕜 := ℂ) (g t)
    have e2 := overlap_pair hψ hφ h0 (Real.cos t) (Real.sin t) (Real.cos t) (Real.sin t)
    rw [← hg, e1] at e2
    have e3 : ‖g t‖ ^ 2 = 1 := by linarith [Real.cos_sq_add_sin_sq t]
    rw [mem_sphere_zero_iff_norm]
    exact (pow_eq_one_iff_of_nonneg (norm_nonneg _) two_ne_zero).mp e3
  have hvar : ∀ t, variance H (g t) = s ^ 2 * (Real.cos t ^ 2 - Real.sin t ^ 2) ^ 2 := by
    intro t
    rw [hg, two_level_variance hψ hφ h0 h1 h2 (Real.cos_sq_add_sin_sq t)]
    ring
  have hlim : Filter.Tendsto g (𝓝 0) (𝓝[Metric.sphere (0 : V) 1] ψ) := by
    refine tendsto_nhdsWithin_iff.mpr ⟨?_, Filter.Eventually.of_forall hnorm⟩
    have := hcont.tendsto 0
    rwa [g0] at this
  have hm : ∀ᶠ x in 𝓝[Metric.sphere (0 : V) 1] ψ, variance H ψ ≤ variance H x := hmin
  obtain ⟨ε, hε, hball⟩ := Metric.eventually_nhds_iff.mp (hlim.eventually hm)
  -- a small positive angle already lowers the variance
  obtain ⟨t, ht0, ht1, htε⟩ : ∃ t : ℝ, 0 < t ∧ t ≤ 1 ∧ t < ε :=
    ⟨min (ε / 2) 1, lt_min (by linarith) one_pos, min_le_right _ _,
      lt_of_le_of_lt (min_le_left _ _) (by linarith)⟩
  have hle := hball (y := t) (by rw [Real.dist_eq, sub_zero, abs_of_pos ht0]; exact htε)
  have hv0 : variance H ψ = s ^ 2 := by
    have := hvar 0
    rw [g0] at this
    simpa using this
  rw [hv0, hvar] at hle
  have hsin : 0 < Real.sin t :=
    Real.sin_pos_of_pos_of_lt_pi ht0 (by linarith [Real.pi_gt_three])
  have hcos : 0 < Real.cos t :=
    Real.cos_pos_of_mem_Ioo ⟨by linarith [Real.pi_gt_three], by linarith [Real.pi_gt_three]⟩
  have hid : (Real.cos t ^ 2 - Real.sin t ^ 2) ^ 2
      = 1 - 4 * (Real.cos t * Real.sin t) ^ 2 := by
    linear_combination (Real.cos t ^ 2 + Real.sin t ^ 2 + 1) * Real.cos_sq_add_sin_sq t
  rw [hid] at hle
  have hpos : 0 < s ^ 2 * (Real.cos t * Real.sin t) ^ 2 := by positivity
  linarith
```

Now both diagonal entries equal $e$, and $s\neq0$. Along $g(t)=\cos t\,\psi+\sin t\,\varphi$ the previous formula gives

$$\mathrm{Var}(g(t))=s^2(\cos^2t-\sin^2t)^2=s^2(1-4\cos^2t\sin^2t).$$

This is $s^2$ at $t=0$ and smaller at every small $t>0$, so $\psi$ is not a local minimum.

`IsLocalMinOn` says that no nearby point of the sphere has a lower value. The step `hlim` shows that the path stays on the sphere and tends to $\psi$, which carries the supposed minimality over to small $t$. The last lines pick such a $t$ and reach the contradiction.

```lean
/-- On the real circle through two orthonormal eigenvectors with real eigenvalues, the equal mixture
has the largest variance. -/
theorem variance_le_equal_mixture {H : V →L[ℂ] V} {u w : V} {a b c d : ℝ}
    (hu : ‖u‖ = 1) (hw : ‖w‖ = 1) (h0 : inner ℂ u w = 0)
    (hHu : H u = (a : ℂ) • u) (hHw : H w = (b : ℂ) • w) (h : c ^ 2 + d ^ 2 = 1) :
    variance H ((c : ℂ) • u + (d : ℂ) • w)
      ≤ variance H ((((√2)⁻¹ : ℝ) : ℂ) • u + (((√2)⁻¹ : ℝ) : ℂ) • w) := by
  have hr : ((√2)⁻¹ : ℝ) ^ 2 = 1 / 2 := by
    rw [inv_pow, Real.sq_sqrt (by norm_num)]; norm_num
  have h1 : H u = (a : ℂ) • u + ((0 : ℝ) : ℂ) • w := by simp [hHu]
  have h2 : H w = ((0 : ℝ) : ℂ) • u + (b : ℂ) • w := by simp [hHw]
  rw [two_level_variance hu hw h0 h1 h2 h,
    two_level_variance hu hw h0 h1 h2 (by rw [hr]; norm_num)]
  have hR : ((b - a) * (√2)⁻¹ * (√2)⁻¹ + 0 * (((√2)⁻¹) ^ 2 - ((√2)⁻¹) ^ 2)) ^ 2
      = (b - a) ^ 2 * (1 / 4) := by
    linear_combination (b - a) ^ 2 * (((√2)⁻¹ : ℝ) ^ 2 + 1 / 2) * hr
  have hcd : (c * d) ^ 2 ≤ 1 / 4 := by
    have : (c * d) ^ 2 = (1 - (c ^ 2 - d ^ 2) ^ 2) / 4 := by
      linear_combination ((c ^ 2 + d ^ 2 + 1) / 4) * h
    linarith [sq_nonneg (c ^ 2 - d ^ 2)]
  rw [hR]
  calc _ = (b - a) ^ 2 * (c * d) ^ 2 := by ring
    _ ≤ _ := mul_le_mul_of_nonneg_left hcd (sq_nonneg _)
```

If $u,w$ are orthonormal eigenvectors with energies $a,b$, the coupling is zero and the variance is $(b-a)^2c^2d^2$. Since $c^2d^2=\tfrac14\left(1-(c^2-d^2)^2\right)\le\tfrac14$, the equal mixture, meaning the superposition $(u+w)/\sqrt2$ and not a mixed state, has the largest variance on this real circle. The theorem compares it with no states off the circle.

## From a local minimum to an equation

```lean
variable [CompleteSpace V]

/-- For self-adjoint `H` and a unit vector `x`, the squared residual about any real
reference energy `e` is the variance plus the squared offset of the mean energy. -/
theorem residual_sq {H : V →L[ℂ] V} (hH : IsSelfAdjoint H) {x : V} (hx : ‖x‖ = 1)
    (e : ℝ) : ‖H x - (e : ℂ) • x‖ ^ 2 = variance H x + (energy H x - e) ^ 2 := by
  have hs : ∀ x y, inner ℂ (H x) y = inner ℂ x (H y) := fun x y => hH.isSymmetric x y
  have h1 : (inner ℂ x (H (H x))).re = ‖H x‖ ^ 2 := by
    rw [← hs x (H x)]
    exact inner_self_eq_norm_sq (𝕜 := ℂ) (H x)
  have h2 : ‖H x - (e : ℂ) • x‖ ^ 2 = ‖H x‖ ^ 2 - 2 * (e * energy H x) + e ^ 2 := by
    rw [@norm_sub_sq ℂ, inner_smul_right, hs, norm_smul, hx]
    simp [energy]
  rw [h2, variance, h1]
  ring
```

From here on `V` is complete, hence a Hilbert space, and $H$ is self-adjoint. For a unit vector $x$ and real $e$,

$$\|(H-e)x\|^2=\|Hx\|^2-2eE(x)+e^2=\mathrm{Var}(x)+(E(x)-e)^2.$$

Self-adjointness enters through $\langle x,H^2x\rangle=\|Hx\|^2$.

```lean
/-- At a local minimum `ψ` of the variance of a self-adjoint `H` on the unit sphere,
applying `H - E` twice, with `E` the energy of `ψ`, multiplies `ψ` by its variance. -/
theorem localMin_residual {H : V →L[ℂ] V} (hH : IsSelfAdjoint H) {ψ : V} (hψ : ‖ψ‖ = 1)
    (hmin : IsLocalMinOn (variance H) (Metric.sphere 0 1) ψ) :
    H (H ψ - (energy H ψ : ℂ) • ψ) - (energy H ψ : ℂ) • (H ψ - (energy H ψ : ℂ) • ψ)
      = (variance H ψ : ℂ) • ψ := by
  obtain ⟨K, hKdef⟩ : ∃ K : V →L[ℂ] V, K = H - (energy H ψ : ℂ) • 1 := ⟨_, rfl⟩
  have hKa : ∀ x, K x = H x - (energy H ψ : ℂ) • x := fun x => by simp [hKdef]
  have hK : IsSelfAdjoint K := by
    rw [hKdef]
    exact hH.sub (by simp [isSelfAdjoint_iff, star_smul])
  have hT : IsSelfAdjoint (K * K) := by rw [isSelfAdjoint_iff, star_mul, hK.star_eq]
  have hq : ∀ x, (K * K).reApplyInnerSelf x = ‖H x - (energy H ψ : ℂ) • x‖ ^ 2 := by
    intro x
    have hsym : inner ℂ (K (K x)) x = inner ℂ (K x) (K x) := hK.isSymmetric (K x) x
    change RCLike.re (inner ℂ (K (K x)) x) = _
    rw [hsym, ← hKa]
    exact inner_self_eq_norm_sq (𝕜 := ℂ) (K x)
  have hm : ∀ᶠ x in 𝓝[Metric.sphere (0 : V) 1] ψ, variance H ψ ≤ variance H x := hmin
  -- with the reference energy frozen, `ψ` still minimises the squared residual
  have hev : ∀ᶠ x in 𝓝[Metric.sphere (0 : V) ‖ψ‖] ψ,
      (K * K).reApplyInnerSelf ψ ≤ (K * K).reApplyInnerSelf x := by
    rw [hψ]
    filter_upwards [hm, self_mem_nhdsWithin] with x hx hxs
    rw [hq, hq, residual_sq hH hψ, residual_sq hH (mem_sphere_zero_iff_norm.mp hxs)]
    nlinarith [sq_nonneg (energy H x - energy H ψ)]
  have h := hT.eq_smul_self_of_isLocalExtrOn (Or.inl hev)
  have hr : (K * K).rayleighQuotient ψ = variance H ψ := by
    rw [ContinuousLinearMap.rayleighQuotient, hq, hψ, residual_sq hH hψ]
    simp
  rw [hr] at h
  have h' : K (K ψ) = (variance H ψ : ℂ) • ψ := h
  rwa [hKa, hKa] at h'
```

Let $\psi$ be a local minimum, with $E=E(\psi)$ and $v=\mathrm{Var}(\psi)$. Keep $E$ fixed while $x$ varies. For unit $x$ near $\psi$,

$$\|(H-E)x\|^2\ge\mathrm{Var}(x)\ge v=\|(H-E)\psi\|^2.$$

So $\psi$ also locally minimises $\langle x,Tx\rangle$ with $T=(H-E)^2$. For a unit vector $\eta\perp\psi$, the derivative along $\cos t\,\psi+\sin t\,\eta$ at $t=0$ is $2\,\mathrm{Re}\langle\eta,T\psi\rangle$, which must vanish. Using $i\eta$ as well gives $\langle\eta,T\psi\rangle=0$. Hence $T\psi$ is a multiple of $\psi$, and the factor is $\langle\psi,T\psi\rangle=v$:

$$(H-E)^2\psi=v\psi.$$

In the code `K` is $H-E$, `hev` is the chain of inequalities, and Mathlib's `eq_smul_self_of_isLocalExtrOn` supplies the derivative argument.

It would be wrong to conclude already that $\psi$ is an eigenvector of $H$. The equal mixture of two orthonormal eigenvectors with energies $a\ne b$ satisfies the same equation, with $E=(a+b)/2$ and $v=(b-a)^2/4$.

## Minima and eigenvectors

```lean
/-- A unit eigenvector of a self-adjoint `H` minimises the variance over all unit vectors. -/
theorem eigenvector_isMinOn {H : V →L[ℂ] V} (hH : IsSelfAdjoint H) {ψ : V}
    (hψ : ‖ψ‖ = 1) {e : ℝ} (he : H ψ = (e : ℂ) • ψ) :
    IsMinOn (variance H) (Metric.sphere 0 1) ψ := by
  refine isMinOn_iff.mpr fun x hx => ?_
  have h1 := residual_sq hH hψ e
  have h2 := residual_sq hH (mem_sphere_zero_iff_norm.mp hx) (energy H x)
  rw [he, sub_self, norm_zero] at h1
  rw [sub_self] at h2
  nlinarith [sq_nonneg (energy H ψ - e), sq_nonneg ‖H x - (energy H x : ℂ) • x‖]
```

If $H\psi=e\psi$, the residual identity reads $0=\mathrm{Var}(\psi)+(E(\psi)-e)^2$, so $\mathrm{Var}(\psi)\le0$. With $e=E(x)$ it shows $\mathrm{Var}(x)\ge0$ for every unit $x$. An eigenvector is therefore a global minimum on the sphere.

```lean
/-- For self-adjoint `H`, a unit vector is a local minimum of the energy variance on the
unit sphere if and only if it is an eigenvector of `H`. -/
theorem localMin_iff_eigenvector {H : V →L[ℂ] V} (hH : IsSelfAdjoint H) {ψ : V}
    (hψ : ‖ψ‖ = 1) :
    IsLocalMinOn (variance H) (Metric.sphere 0 1) ψ ↔ ∃ e : ℝ, H ψ = (e : ℂ) • ψ := by
  refine ⟨fun hmin => ?_, fun ⟨e, he⟩ => (eigenvector_isMinOn hH hψ he).localize⟩
  by_contra hne
  have hsq := localMin_residual hH hψ hmin
  have hv := residual_sq hH hψ (energy H ψ)
  obtain ⟨χ, hχ⟩ : ∃ χ, χ = H ψ - (energy H ψ : ℂ) • ψ := ⟨_, rfl⟩
  rw [← hχ] at hsq hv
  have hs0 : ‖χ‖ ≠ 0 := fun h =>
    hne ⟨energy H ψ, sub_eq_zero.mp (hχ.symm.trans (norm_eq_zero.mp h))⟩
  -- the residual is orthogonal to the state because the mean energy is real
  have hreal : inner ℂ ψ (H ψ) = (energy H ψ : ℂ) := by
    have hsym : inner ℂ (H ψ) ψ = inner ℂ ψ (H ψ) := hH.isSymmetric ψ ψ
    have h := inner_conj_symm (𝕜 := ℂ) ψ (H ψ)
    rw [hsym] at h
    exact Complex.ext rfl (by rw [Complex.ofReal_im]; exact Complex.conj_eq_iff_im.mp h)
  have horth : inner ℂ ψ χ = 0 := by
    rw [hχ, inner_sub_right, inner_smul_right, hreal, inner_self_eq_norm_sq_to_K, hψ]
    simp
  have hHχ : H χ = ((‖χ‖ ^ 2 : ℝ) : ℂ) • ψ + (energy H ψ : ℂ) • χ := by
    have hv' : ‖χ‖ ^ 2 = variance H ψ := by rw [hv]; ring
    rw [hv']
    exact sub_eq_iff_eq_add.mp hsq
  have hsc : ((‖χ‖⁻¹ : ℝ) : ℂ) * ((‖χ‖ ^ 2 : ℝ) : ℂ) = (‖χ‖ : ℂ) := by
    rw [← Complex.ofReal_mul, pow_two, inv_mul_cancel_left₀ hs0]
  -- state and normalised residual form a coupled pair
  refine not_localMin_of_coupled (φ := ((‖χ‖⁻¹ : ℝ) : ℂ) • χ) (e := energy H ψ)
    (s := ‖χ‖) hψ ?_ ?_ hs0 ?_ ?_ hmin
  · rw [norm_smul, Complex.norm_real, norm_inv, norm_norm, inv_mul_cancel₀ hs0]
  · rw [inner_smul_right, horth, mul_zero]
  · rw [smul_smul, ← Complex.ofReal_mul, mul_inv_cancel₀ hs0, Complex.ofReal_one,
      one_smul, hχ]
    abel
  · rw [map_smul, hHχ, smul_add, smul_smul, hsc, smul_comm]
```

One direction is the previous theorem. For the other, suppose that a local minimum $\psi$ is not an eigenvector. Its residual $\chi=(H-E)\psi$ is then non-zero, and $\langle\psi,\chi\rangle=E-E=0$. Put $s=\|\chi\|=\sqrt v$ and $\varphi=\chi/s$. The equation for $(H-E)^2\psi$ gives

$$H\psi=E\psi+s\varphi,\qquad H\varphi=s\psi+E\varphi.$$

This is the coupled pair excluded above. The four bulleted goals at the end check that $\varphi$ is normalised, that it is orthogonal to $\psi$, and that these two equations hold.

The theorem does not promise that an eigenvector exists, which in infinite dimension can fail, and it does not say which one a minimisation reaches. Unbounded Hamiltonians need a separate treatment.

In a calculation one forms $H\psi$, then $E$, then $\chi=H\psi-E\psi$, and reads off $v=\|\chi\|^2$. If the search has stalled at a solution of $(H-E)^2\psi=v\psi$ with $v>0$, one way down is to mix in the residual. By the two equations above, $(\psi+\varphi)/\sqrt2$ is an eigenvector with energy $E+\sqrt v$.

```lean
/-- A normalised superposition, with both amplitudes non-zero, of two unit eigenvectors
of a self-adjoint `H` with distinct energies is not a local minimum of the variance. -/
theorem superposition_not_localMin {H : V →L[ℂ] V} (hH : IsSelfAdjoint H) {u w : V}
    {a b : ℝ} {c d : ℂ} (hu : ‖u‖ = 1) (hw : ‖w‖ = 1) (hHu : H u = (a : ℂ) • u)
    (hHw : H w = (b : ℂ) • w) (hab : a ≠ b) (hc : c ≠ 0) (hd : d ≠ 0)
    (hn : ‖c • u + d • w‖ = 1) :
    ¬ IsLocalMinOn (variance H) (Metric.sphere 0 1) (c • u + d • w) := by
  intro hmin
  obtain ⟨e, he⟩ := (localMin_iff_eigenvector hH hn).mp hmin
  have hab' : (a : ℂ) - b ≠ 0 := sub_ne_zero.mpr fun h => hab (Complex.ofReal_injective h)
  have huw : inner ℂ u w = 0 := by
    have h : inner ℂ (H u) w = inner ℂ u (H w) := hH.isSymmetric u w
    rw [hHu, hHw, inner_smul_left, inner_smul_right, Complex.conj_ofReal] at h
    exact (mul_eq_zero.mp (by linear_combination h :
      ((a : ℂ) - b) * inner ℂ u w = 0)).resolve_left hab'
  have hwu : inner ℂ w u = 0 := by rw [← inner_conj_symm, huw, map_zero]
  have huu : inner ℂ u u = 1 := by rw [inner_self_eq_norm_sq_to_K, hu]; simp
  have hww : inner ℂ w w = 1 := by rw [inner_self_eq_norm_sq_to_K, hw]; simp
  rw [map_add, map_smul, map_smul, hHu, hHw] at he
  -- project the eigenvalue equation on each component
  have h1 := congrArg (fun x => inner ℂ u x) he
  have h2 := congrArg (fun x => inner ℂ w x) he
  simp only [inner_add_right, inner_smul_right, huu, huw] at h1
  simp only [inner_add_right, inner_smul_right, hww, hwu] at h2
  have ha : (a : ℂ) - e = 0 :=
    (mul_eq_zero.mp (by linear_combination h1 : c * ((a : ℂ) - e) = 0)).resolve_left hc
  have hb : (b : ℂ) - e = 0 :=
    (mul_eq_zero.mp (by linear_combination h2 : d * ((b : ℂ) - e) = 0)).resolve_left hd
  exact hab' (by linear_combination ha - hb)

end

end VarianceLandscape
```

Here $c,d$ are complex and non-zero, so equal mixtures with any relative phase are included. Self-adjointness gives $(a-b)\langle u,w\rangle=0$, hence $u\perp w$. If $cu+dw$ were a local minimum, it would be an eigenvector with some energy $e$. Projecting on $u$ and on $w$ gives $c(a-e)=0$ and $d(b-e)=0$, so $a=e=b$, against `hab`.

```lean
#print axioms VarianceLandscape.variance_le_equal_mixture
-- 'VarianceLandscape.variance_le_equal_mixture' depends on axioms: [propext, Classical.choice, Quot.sound]
#print axioms VarianceLandscape.localMin_iff_eigenvector
-- 'VarianceLandscape.localMin_iff_eigenvector' depends on axioms: [propext, Classical.choice, Quot.sound]
#print axioms VarianceLandscape.superposition_not_localMin
-- 'VarianceLandscape.superposition_not_localMin' depends on axioms: [propext, Classical.choice, Quot.sound]
```
